# Parallel-transport orbitals that start orthonormal stay orthonormal, and their density matrix obeys the von Neumann equation

Let orbitals solve the parallel-transport equation with a Hermitian Hamiltonian at every time, and let them be orthonormal at time zero. Then at every time they are orthonormal, their velocity is orthogonal to every occupied orbital, and their density matrix follows the von Neumann equation. This is the setting of real-time mean-field dynamics, such as time-dependent Hartree–Fock or Kohn–Sham theory, in a finite orthonormal basis.

## Orbitals, velocities and the equation of motion

The $k$ orbitals are the columns of a complex $n\times k$ matrix $C(t)$, where $n$ is the number of basis functions and $t$ is real. In Lean, `n` and `k` are finite index types. A superscript $H$ on a matrix denotes the adjoint, $H(t)$ is the $n\times n$ Hamiltonian, and $\hbar=1$. The velocity is $V=C'$.

```lean
import Mathlib

open Matrix Complex
open scoped ComplexOrder

namespace ParallelTransportGauge

variable {m l p n k : Type*} [Fintype l] [Fintype n] [Fintype k]
```

`HasVelocity A A' t` says that every entry of $A$ is differentiable at $t$, with the entries of $A'$ as derivatives.

```lean
/-- The time-dependent matrix `A` has the entrywise time derivative `A'` at time `t`. -/
def HasVelocity {m l : Type*} (A : ℝ → Matrix m l ℂ) (A' : Matrix m l ℂ) (t : ℝ) : Prop :=
  ∀ i j, HasDerivAt (fun s => A s i j) (A' i j) t
```

The one-particle density matrix is $P=CC^H$. It is unchanged when the orbitals are mixed by a unitary $k\times k$ matrix, and this freedom is the gauge.

```lean
/-- The density matrix `P = C Cᴴ` of the orbitals in the columns of `C`. -/
def density (C : Matrix n k ℂ) : Matrix n n ℂ := C * Cᴴ
```

The failure of orthonormality is measured by $D=C^HC-1$.

```lean
/-- The deviation `Cᴴ C - 1` of the orbital overlap matrix from the identity. -/
def overlapError [DecidableEq k] (C : Matrix n k ℂ) : Matrix k k ℂ := Cᴴ * C - 1
```

The parallel-transport equation is
$$iV=HC-C(C^HHC).$$
For orthonormal orbitals, its last term removes from $HC$ the part that would only mix occupied orbitals among themselves.

```lean
/-- The parallel-transport equation `i V = H C - C (Cᴴ H C)` for orbitals `C` with velocity `V`. -/
def PTEquation (H : Matrix n n ℂ) (C V : Matrix n k ℂ) : Prop :=
  I • V = H * C - C * (Cᴴ * H * C)
```

A code can evaluate the right-hand side by forming $HC$, then the $k\times k$ matrix $M=C^H(HC)$, and then $HC-CM$. If orthonormal orbitals span an invariant subspace of $H$ at some time, this residual vanishes and so does their velocity at that time. Under the Schrödinger equation $iV=HC$ the same orbitals would have the velocity $-iCM$, which is nonzero unless $M=0$.

## (a) Differentiating a matrix product

Let $A$ and $B$ have velocities $A'$ and $B'$ at time $t$. Show that
$$(AB)'=A'B+AB'.$$

**Solution.** The entry $(AB)_{ij}=\sum_x A_{ix}B_{xj}$ is a finite sum of products of scalar functions. Its derivative is $\sum_x(A'_{ix}B_{xj}+A_{ix}B'_{xj})$, which is the required entry. The order of the factors is kept throughout. The Lean proof applies the scalar product rule to each term of the same sum.

```lean
/-- The product rule for time-dependent matrices. -/
theorem HasVelocity.mul {A : ℝ → Matrix m l ℂ} {B : ℝ → Matrix l p ℂ} {A' : Matrix m l ℂ}
    {B' : Matrix l p ℂ} {t : ℝ} (hA : HasVelocity A A' t) (hB : HasVelocity B B' t) :
    HasVelocity (fun s => A s * B s) (A' * B t + A t * B') t := by
  intro i j
  simp only [Matrix.mul_apply, Matrix.add_apply, ← Finset.sum_add_distrib]
  exact HasDerivAt.fun_sum fun x _ => (hA i x).fun_mul (hB x j)
```

## (b) Differentiating an adjoint

Show that
$$(A^H)'=(A')^H.$$

**Solution.** The $(i,j)$ entry of $A^H$ is $\overline{A_{ji}}$. Since time is real, conjugation commutes with the derivative, which gives $\overline{A'_{ji}}$.

```lean
/-- The velocity of the adjoint is the adjoint of the velocity. -/
theorem HasVelocity.conjTranspose {m l : Type*} {A : ℝ → Matrix m l ℂ} {A' : Matrix m l ℂ}
    {t : ℝ} (hA : HasVelocity A A' t) : HasVelocity (fun s => (A s)ᴴ) A'ᴴ t :=
  fun i j => (hA j i).star
```

## (c) Solving for the velocity

Given $iV=X$, show that
$$V=-iX.$$

**Solution.** Multiply by $-i$ and use $(-i)i=1$.

```lean
/-- An equation `i V = X` solved for the velocity: `V = -i X`. -/
theorem velocity_eq {m l : Type*} {V X : Matrix m l ℂ} (h : I • V = X) : V = (-I) • X := by
  rw [← h, smul_smul]
  simp
```

## (d) The density matrix in any Hermitian gauge

Let $G$ be a Hermitian $k\times k$ matrix and let $iV=HC-CG$ at time $t$, with $H$ Hermitian. Show that at this time
$$P'=-i(HP-PH).$$

**Solution.** By (c), $V=-iHC+iCG$, and its adjoint is $V^H=iC^HH-iGC^H$. By (a) and (b),
$$P'=VC^H+CV^H=-iHP+iCGC^H+iPH-iCGC^H.$$
The two terms with $G$ cancel. Orthonormality was not used.

In the Lean proof, `e` is this algebraic identity: `simp only` expands the products and `module` collects the terms. The last line supplies the derivative from (a) and (b).

```lean
/-- If `i C' = H C - C G` at time `t` with `H` and `G` Hermitian, then the density matrix obeys
the von Neumann equation `P' = -i (H P - P H)` at that time, whatever `G` is. -/
theorem von_neumann_of_gauge {H : Matrix n n ℂ} {G : Matrix k k ℂ} {C : ℝ → Matrix n k ℂ}
    {V : Matrix n k ℂ} {t : ℝ} (hH : H.IsHermitian) (hG : G.IsHermitian)
    (hC : HasVelocity C V t) (h : I • V = H * C t - C t * G) :
    HasVelocity (fun s => density (C s))
      ((-I) • (H * density (C t) - density (C t) * H)) t := by
  have hs : star (-I) = I := by simp
  -- the two terms containing `G` cancel
  have e : V * (C t)ᴴ + C t * Vᴴ = (-I) • (H * density (C t) - density (C t) * H) := by
    rw [velocity_eq h]
    simp only [density, conjTranspose_smul, conjTranspose_sub, conjTranspose_mul, hs, hH.eq,
      hG.eq, Matrix.smul_mul, Matrix.mul_smul, Matrix.sub_mul, Matrix.mul_sub, Matrix.mul_assoc]
    module
  rw [← e]
  exact hC.mul hC.conjTranspose
```

## (e) Conservation of orthonormality

Now let $iV=HC-CG$ hold at all times, with $H(t)$ and $G(t)$ Hermitian, and let $C(0)^HC(0)=1$. Show that for every $t$
$$C(t)^HC(t)=1.$$

**Solution.** Differentiate the overlap and insert $V$ and $V^H$:
$$D'=V^HC+C^HV=i(C^HHC-GC^HC)-i(C^HHC-C^HCG).$$
The Hamiltonian terms cancel. With $C^HC=1+D$ this becomes
$$D'=i(DG-GD).$$
Therefore
$$D'D+DD'=i(DGD-GD^2+D^2G-DGD)=i(D^2G-GD^2),$$
whose trace is zero because the trace is cyclic. So $\operatorname{tr}D^2$ is constant, and it vanishes at time zero. Since $D$ is Hermitian,
$$0=\operatorname{tr}D^2=\operatorname{tr}D^HD=\sum_{i,j}|D_{ij}|^2,$$
and every entry of $D$ is zero.

In the code, `hD` is the commutator equation, `hz` the vanishing trace, and `hf` the zero derivative of $\operatorname{tr}D^2$. The lemma `is_const_of_deriv_eq_zero` then compares time $t$ with time zero.

In a simulation, $\operatorname{tr}D^2$ is the squared Frobenius norm of the overlap error. It is constant for the differential equation, so drift in its computed value comes from the time stepping and other numerical errors.

```lean
/-- If `i C' = H C - C G` at all times with `H` and `G` Hermitian, then orbitals that are
orthonormal at time zero are orthonormal at all times. -/
theorem orthonormal_of_gauge [DecidableEq k] {H : ℝ → Matrix n n ℂ} {G : ℝ → Matrix k k ℂ}
    {C V : ℝ → Matrix n k ℂ} (hH : ∀ t, (H t).IsHermitian) (hG : ∀ t, (G t).IsHermitian)
    (hC : ∀ t, HasVelocity C (V t) t) (h : ∀ t, I • V t = H t * C t - C t * G t)
    (h0 : (C 0)ᴴ * C 0 = 1) (t : ℝ) : (C t)ᴴ * C t = 1 := by
  have hs : star (-I) = I := by simp
  -- the overlap error moves by a commutator
  have hD : ∀ s, HasVelocity (fun r => overlapError (C r))
      (I • (overlapError (C s) * G s - G s * overlapError (C s))) s := by
    intro s
    have e : (V s)ᴴ * C s + (C s)ᴴ * V s
        = I • (overlapError (C s) * G s - G s * overlapError (C s)) := by
      rw [velocity_eq (h s)]
      simp only [overlapError, conjTranspose_smul, conjTranspose_sub, conjTranspose_mul, hs,
        (hH s).eq, (hG s).eq, Matrix.smul_mul, Matrix.mul_smul, Matrix.sub_mul, Matrix.mul_sub,
        Matrix.one_mul, Matrix.mul_one, Matrix.mul_assoc]
      module
    rw [← e]
    intro i j
    exact ((hC s).conjTranspose.mul (hC s) i j).sub_const ((1 : Matrix k k ℂ) i j)
  have hz : ∀ D M : Matrix k k ℂ,
      trace ((I • (D * M - M * D)) * D + D * (I • (D * M - M * D))) = 0 := by
    intro D M
    have e : (I • (D * M - M * D)) * D + D * (I • (D * M - M * D))
        = I • ((D * D) * M - M * (D * D)) := by
      simp only [Matrix.smul_mul, Matrix.mul_smul, Matrix.sub_mul, Matrix.mul_sub,
        Matrix.mul_assoc]
      module
    rw [e, trace_smul, trace_sub, trace_mul_comm, sub_self, smul_zero]
  -- hence the trace of its square is conserved
  have hf : ∀ s, HasDerivAt
      (fun r => trace (overlapError (C r) * overlapError (C r))) 0 s := by
    intro s
    rw [← hz (overlapError (C s)) (G s)]
    simp only [Matrix.trace, Matrix.diag_apply]
    exact HasDerivAt.fun_sum fun i _ => (hD s).mul (hD s) i i
  have hc := is_const_of_deriv_eq_zero (fun s => (hf s).differentiableAt)
    (fun s => (hf s).deriv) t 0
  have hD0 : overlapError (C 0) = 0 := by rw [overlapError, h0, sub_self]
  have hherm : (overlapError (C t))ᴴ = overlapError (C t) := by
    simp only [overlapError, conjTranspose_sub, conjTranspose_mul, conjTranspose_conjTranspose,
      conjTranspose_one]
  have ht : trace ((overlapError (C t))ᴴ * overlapError (C t)) = 0 := by
    rw [hherm]
    simpa only [hD0, Matrix.mul_zero, trace_zero] using hc
  exact sub_eq_zero.mp (trace_conjTranspose_mul_self_eq_zero_iff.mp ht)
```

## (f) No motion inside the occupied space

Let $C^HC=1$ and let the parallel-transport equation hold at one time. Show that
$$C^HV=0.$$

**Solution.** Multiply $V=-i(HC-C(C^HHC))$ by $C^H$ from the left:
$$C^HV=-i\bigl(C^HHC-(C^HC)(C^HHC)\bigr)=-i(C^HHC-C^HHC)=0.$$
The Lean rewrites follow this line, with `hO` replacing $C^HC$ by the identity.

```lean
/-- For orthonormal orbitals, the parallel-transport equation gives `Cᴴ V = 0`: the velocity is
orthogonal to the occupied space. -/
theorem velocity_orthogonal [DecidableEq k] {H : Matrix n n ℂ} {C V : Matrix n k ℂ}
    (hO : Cᴴ * C = 1) (h : PTEquation H C V) : Cᴴ * V = 0 := by
  rw [velocity_eq h, Matrix.mul_smul, Matrix.mul_sub, ← Matrix.mul_assoc Cᴴ C, hO,
    Matrix.one_mul, Matrix.mul_assoc Cᴴ H C, sub_self, smul_zero]
```

## (g) The gauge matrix of parallel transport

For Hermitian $H$, show that
$$(C^HHC)^H=C^HHC.$$

**Solution.** The adjoint reverses the factors, giving $C^HH^HC$, and $H^H=H$. The orbitals may be arbitrary here.

```lean
omit [Fintype k] in
/-- The subspace Hamiltonian `Cᴴ H C` is Hermitian when `H` is. -/
theorem subspace_isHermitian {H : Matrix n n ℂ} (hH : H.IsHermitian) (C : Matrix n k ℂ) :
    (Cᴴ * H * C).IsHermitian := by
  change (Cᴴ * H * C)ᴴ = Cᴴ * H * C
  simp only [conjTranspose_mul, conjTranspose_conjTranspose, hH.eq, Matrix.mul_assoc]
```

## (h) The full dynamics

Let $H(t)$ be Hermitian, let $C$ solve the parallel-transport equation at all times, and let $C(0)^HC(0)=1$. Show that at every time
$$C^HC=1,\qquad C^HC'=0,\qquad P'=-i(HP-PH).$$

**Solution.** The parallel-transport equation is the equation of (d) and (e) with $G=C^HHC$, which is Hermitian by (g). Part (e) gives the first claim, (f) then gives the second, and (d) gives the third. The Lean proof assembles the same three results.

In the theorem, `hH` is Hermiticity, `hC` says that `V t` is the derivative of `C` at `t`, `h` is the equation of motion and `h0` is orthonormality at time zero. The existence of a solution is assumed. The Hamiltonian may be any Hermitian function of time, which includes a mean field evaluated along the solution itself. The von Neumann equation here is the one for the one-particle matrix $P$, not for a correlated many-electron state. A non-orthogonal basis, with its own overlap matrix, is not covered.

```lean
/-- Let the orbitals solve the parallel-transport equation with Hermitian `H(t)` and be
orthonormal at time zero. Then at every time they are orthonormal, `Cᴴ C' = 0`, and the density
matrix obeys the von Neumann equation `P' = -i (H P - P H)`. -/
theorem parallel_transport_dynamics [DecidableEq k] {H : ℝ → Matrix n n ℂ}
    {C V : ℝ → Matrix n k ℂ} (hH : ∀ t, (H t).IsHermitian)
    (hC : ∀ t, HasVelocity C (V t) t) (h : ∀ t, PTEquation (H t) (C t) (V t))
    (h0 : (C 0)ᴴ * C 0 = 1) (t : ℝ) :
    (C t)ᴴ * C t = 1 ∧ (C t)ᴴ * V t = 0 ∧ HasVelocity (fun s => density (C s))
      ((-I) • (H t * density (C t) - density (C t) * H t)) t := by
  have hO := orthonormal_of_gauge hH (fun s => subspace_isHermitian (hH s) (C s)) hC h h0 t
  exact ⟨hO, velocity_orthogonal hO (h t),
    von_neumann_of_gauge (hH t) (subspace_isHermitian (hH t) (C t)) (hC t) (h t)⟩
```

## (i) A two-level orbital

Take one orbital in a two-level system with unit coupling:
$$H=\begin{pmatrix}0&1\\1&0\end{pmatrix},\qquad C(t)=\begin{pmatrix}\cos t\\-i\sin t\end{pmatrix}.$$

```lean
/-- The two-level Hamiltonian with unit coupling and zero diagonal. -/
def couplingH : Matrix (Fin 2) (Fin 2) ℂ := !![0, 1; 1, 0]

/-- The single orbital `(cos t, -i sin t)` of a two-level system. -/
noncomputable def rabiOrbital (t : ℝ) : Matrix (Fin 2) (Fin 1) ℂ :=
  !![(Real.cos t : ℂ); -I * (Real.sin t : ℂ)]
```

Show that $H$ is Hermitian, find $V=C'$, and verify
$$iV=HC-C(C^HHC),\qquad C(0)^HC(0)=1.$$

**Solution.** The matrix $H$ is real and symmetric, hence Hermitian. Differentiating the entries of $C$ gives
$$V(t)=\begin{pmatrix}-\sin t\\-i\cos t\end{pmatrix}.$$

```lean
/-- The matrix `(-sin t, -i cos t)`. -/
noncomputable def rabiVelocity (t : ℝ) : Matrix (Fin 2) (Fin 1) ℂ :=
  !![((-Real.sin t : ℝ) : ℂ); -I * (Real.cos t : ℂ)]
```

The orbital energy vanishes:
$$C^HHC=\cos t\,(-i\sin t)+(i\sin t)\cos t=0.$$
Only $HC$ remains on the right-hand side, and
$$HC=\begin{pmatrix}-i\sin t\\\cos t\end{pmatrix}=iV.$$
At time zero $C=(1,0)^T$, which is normalised.

The Lean proof checks the four claims entry by entry. For the equation of motion it replaces $\cos t$ and $\sin t$ by arbitrary real numbers, since only algebra is needed, and `hE` is the vanishing orbital energy. The example satisfies all the hypotheses of (h) with a density matrix that changes in time: the population of the second level is $\sin^2t$.

```lean
/-- The orbital `(cos t, -i sin t)` with the two-level coupling Hamiltonian, which is Hermitian,
solves the parallel-transport equation at all times and is normalised at time zero. -/
theorem parallel_transport_witness :
    couplingH.IsHermitian ∧ (∀ t, HasVelocity rabiOrbital (rabiVelocity t) t) ∧
      (∀ t, PTEquation couplingH (rabiOrbital t) (rabiVelocity t)) ∧
      (rabiOrbital 0)ᴴ * rabiOrbital 0 = 1 := by
  refine ⟨?_, ?_, ?_, ?_⟩
  · ext i j
    fin_cases i <;> fin_cases j <;> simp [couplingH]
  · intro t i j
    fin_cases i <;> fin_cases j
    · exact (Real.hasDerivAt_cos t).ofReal_comp
    · exact (Real.hasDerivAt_sin t).ofReal_comp.const_mul (-I)
  · intro t
    unfold PTEquation rabiOrbital rabiVelocity couplingH
    generalize Real.cos t = c
    generalize Real.sin t = s
    -- the orbital energy vanishes along this curve
    have hE : (!![(c : ℂ); -I * (s : ℂ)])ᴴ * (!![0, 1; 1, 0] : Matrix (Fin 2) (Fin 2) ℂ)
        * !![(c : ℂ); -I * (s : ℂ)] = 0 := by
      ext i j
      fin_cases i
      fin_cases j
      simp [Matrix.mul_apply, Fin.sum_univ_succ]
      ring
    rw [hE, Matrix.mul_zero, sub_zero]
    ext i j
    fin_cases i <;> fin_cases j <;>
      simp [Matrix.mul_apply, Fin.sum_univ_succ, ← mul_assoc]
  · ext i j
    fin_cases i
    fin_cases j
    simp [rabiOrbital, Matrix.mul_apply, Fin.sum_univ_succ]

end ParallelTransportGauge
```

```lean
#print axioms ParallelTransportGauge.parallel_transport_dynamics
-- 'ParallelTransportGauge.parallel_transport_dynamics' depends on axioms: [propext, Classical.choice, Quot.sound]
```
